# Two to four stationary angles for a non-constant closed-shell energy of two electrons in two basis functions

After restarting a self-consistent-field calculation from several initial guesses, one may ask whether the list of converged orbitals is complete. For two electrons in one doubly occupied real orbital over two basis functions, the list is certainly complete once it holds four different orbitals, counted up to sign, provided that the energy depends on the orbital at all. A shorter list may be complete too.

In Lean 4 with Mathlib:

```lean
import Mathlib

open Real Matrix

namespace HartreeFockSolutionCount

noncomputable section

/-- The real normalised orbital with coefficients `(cos q, sin q)` in two basis functions. -/
def orb (q : ℝ) : Fin 2 → ℝ := ![cos q, sin q]
```

The orbital is $c=(c_0,c_1)=(\cos q,\sin q)$. It is normalised because the basis is taken as orthonormal.

```lean
/-- Energy of two electrons in the orbital at angle `q`, with one-electron integrals `h` and
two-electron integrals `g`. -/
def energy (h : Matrix (Fin 2) (Fin 2) ℝ) (g : Fin 2 → Fin 2 → Fin 2 → Fin 2 → ℝ)
    (q : ℝ) : ℝ :=
  2 * (orb q ⬝ᵥ h *ᵥ orb q) +
    ∑ i, ∑ j, ∑ k, ∑ l, g i j k l * orb q i * orb q j * orb q k * orb q l
```

With real one- and two-electron integrals $h$ and $g$, the energy is $E(q)=2c^Thc+\sum g_{ijkl}c_ic_jc_kc_l$.

```lean
/-- The angles in `[0, π)` at which the energy is stationary. -/
def stationary (h : Matrix (Fin 2) (Fin 2) ℝ) (g : Fin 2 → Fin 2 → Fin 2 → Fin 2 → ℝ) :
    Set ℝ := {q | q ∈ Set.Ico 0 π ∧ deriv (energy h g) q = 0}
```

These are the $q\in[0,\pi)$ with $E'(q)=0$, maxima included. Since $q+\pi$ gives $-c$, each orbital is counted once up to sign.

```lean
/-- The Fock matrix of two electrons in the orbital `c`, in the form `h + J`, which acts on `c` as
the closed-shell form `h + 2J - K` does. -/
def fock (h : Matrix (Fin 2) (Fin 2) ℝ) (g : Fin 2 → Fin 2 → Fin 2 → Fin 2 → ℝ)
    (c : Fin 2 → ℝ) : Matrix (Fin 2) (Fin 2) ℝ :=
  Matrix.of fun i j => h i j + ∑ k, ∑ l, g i j k l * c k * c l
```

Here $F_{ij}=h_{ij}+\sum_{kl}g_{ijkl}c_kc_l$, or $h+J$ with $g_{ijkl}=(ij|kl)$. The usual $h+2J-K$ acts identically on the occupied orbital, where $Kc=Jc$, but may differ on the virtual one.

```lean
/-- The permutation symmetries of one- and two-electron integrals over real basis functions. -/
def RealIntegrals (h : Matrix (Fin 2) (Fin 2) ℝ)
    (g : Fin 2 → Fin 2 → Fin 2 → Fin 2 → ℝ) : Prop :=
  h.IsSymm ∧ (∀ i j k l, g i j k l = g j i k l) ∧ ∀ i j k l, g i j k l = g k l i j
```

The symmetries are $h_{ij}=h_{ji}$ and $g_{ijkl}=g_{jikl}=g_{klij}$.

```lean
/-- The homogeneous quartic in `x, y` with coefficients `k`. -/
def quartic (k : Fin 5 → ℝ) (x y : ℝ) : ℝ :=
  k 0 * x ^ 4 + k 1 * (x ^ 3 * y) + k 2 * (x ^ 2 * y ^ 2) + k 3 * (x * y ^ 3) + k 4 * y ^ 4
```

This is $Q_k(x,y)=k_0x^4+k_1x^3y+k_2x^2y^2+k_3xy^3+k_4y^4$.

```lean
/-- The coefficients of the energy as a quartic in `cos q` and `sin q`. -/
def coeff (h : Matrix (Fin 2) (Fin 2) ℝ) (g : Fin 2 → Fin 2 → Fin 2 → Fin 2 → ℝ) :
    Fin 5 → ℝ :=
  ![2 * h 0 0 + g 0 0 0 0,
    2 * (h 0 1 + h 1 0) + (g 0 0 0 1 + g 0 0 1 0 + g 0 1 0 0 + g 1 0 0 0),
    2 * (h 0 0 + h 1 1) +
      (g 0 0 1 1 + g 0 1 0 1 + g 0 1 1 0 + g 1 0 0 1 + g 1 0 1 0 + g 1 1 0 0),
    2 * (h 0 1 + h 1 0) + (g 0 1 1 1 + g 1 0 1 1 + g 1 1 0 1 + g 1 1 1 0),
    2 * h 1 1 + g 1 1 1 1]
```

These coefficients collect equal powers in $E$.

```lean
/-- The coefficients of the angular derivative of a quartic in `cos q` and `sin q`. -/
def dcoeff (k : Fin 5 → ℝ) : Fin 5 → ℝ :=
  ![k 1, 2 * k 2 - 4 * k 0, 3 * k 3 - 3 * k 1, 4 * k 4 - 2 * k 2, -k 3]
```

These follow from $x'=-y$, $y'=x$ for $x=\cos q$, $y=\sin q$.

```lean
/-- The energy is a homogeneous quartic in the orbital coefficients. -/
theorem energy_eq (h : Matrix (Fin 2) (Fin 2) ℝ) (g : Fin 2 → Fin 2 → Fin 2 → Fin 2 → ℝ)
    (q : ℝ) : energy h g q = quartic (coeff h g) (cos q) (sin q) := by
  simp only [energy, orb, quartic, coeff, Matrix.mulVec, dotProduct, Fin.sum_univ_two,
    Matrix.cons_val]
  -- the one-electron part is multiplied by `cos² + sin² = 1`
  linear_combination (-2 * (h 0 0 * cos q ^ 2 + (h 0 1 + h 1 0) * cos q * sin q
    + h 1 1 * sin q ^ 2)) * sin_sq_add_cos_sq q
```

Multiplying $2c^Thc$ by $\cos^2q+\sin^2q=1$ makes it quartic too. `linear_combination` checks the identity using that equation.

```lean
/-- The derivative of the energy is again a homogeneous quartic in the orbital coefficients. -/
theorem hasDerivAt_energy (h : Matrix (Fin 2) (Fin 2) ℝ)
    (g : Fin 2 → Fin 2 → Fin 2 → Fin 2 → ℝ) (q : ℝ) :
    HasDerivAt (energy h g) (quartic (dcoeff (coeff h g)) (cos q) (sin q)) q := by
  rw [show energy h g = _ from funext (energy_eq h g)]
  generalize coeff h g = k
  have hc := hasDerivAt_cos q
  have hs := hasDerivAt_sin q
  refine HasDerivAt.congr_deriv
    ((((((hc.fun_pow 4).const_mul (k 0)).fun_add
      (((hc.fun_pow 3).fun_mul hs).const_mul (k 1))).fun_add
      (((hc.fun_pow 2).fun_mul (hs.fun_pow 2)).const_mul (k 2))).fun_add
      ((hc.fun_mul (hs.fun_pow 3)).const_mul (k 3))).fun_add
      ((hs.fun_pow 4).const_mul (k 4))) ?_
  simp only [quartic, dcoeff, Matrix.cons_val]
  push_cast
  ring
```

The product rule gives
$$E'=k_1x^4+(2k_2-4k_0)x^3y+3(k_3-k_1)x^2y^2+(4k_4-2k_2)xy^3-k_3y^4.$$

```lean
/-- A homogeneous quartic in `cos q` and `sin q` that is not identically zero has at most four
zeros in `[0, π)`. -/
theorem quartic_zeros (k : Fin 5 → ℝ) (hne : ∃ q, quartic k (cos q) (sin q) ≠ 0) :
    {q | q ∈ Set.Ico 0 π ∧ quartic k (cos q) (sin q) = 0}.Finite ∧
      {q | q ∈ Set.Ico 0 π ∧ quartic k (cos q) (sin q) = 0}.ncard ≤ 4 := by
  -- times `exp (4iq)`, the quartic is a polynomial in `exp (2iq)`
  obtain ⟨p, hd, hp⟩ : ∃ p : Polynomial ℂ, p.natDegree ≤ 4 ∧ ∀ q : ℝ,
      p.eval (Complex.exp (q * Complex.I) ^ 2) =
        Complex.exp (q * Complex.I) ^ 4 * ((quartic k (cos q) (sin q) : ℝ) : ℂ) := by
    let u : Polynomial ℂ := Polynomial.C (1 / 2) * (Polynomial.X + 1)
    let v : Polynomial ℂ := Polynomial.C (-Complex.I / 2) * (Polynomial.X - 1)
    refine ⟨Polynomial.C (k 0 : ℂ) * u ^ 4 + Polynomial.C (k 1 : ℂ) * (u ^ 3 * v)
      + Polynomial.C (k 2 : ℂ) * (u ^ 2 * v ^ 2) + Polynomial.C (k 3 : ℂ) * (u * v ^ 3)
      + Polynomial.C (k 4 : ℂ) * v ^ 4, ?_, fun q => ?_⟩
    · simp only [u, v]
      compute_degree
    · have hcs := Complex.sin_sq_add_cos_sq (q : ℂ)
      have hu : u.eval (Complex.exp (q * Complex.I) ^ 2) =
          Complex.exp (q * Complex.I) * Complex.cos q := by
        simp only [u, Polynomial.eval_mul, Polynomial.eval_C, Polynomial.eval_add,
          Polynomial.eval_X, Polynomial.eval_one, Complex.exp_mul_I]
        linear_combination (Complex.sin q ^ 2 / 2) * Complex.I_sq - (1 / 2) * hcs
      have hv : v.eval (Complex.exp (q * Complex.I) ^ 2) =
          Complex.exp (q * Complex.I) * Complex.sin q := by
        simp only [v, Polynomial.eval_mul, Polynomial.eval_C, Polynomial.eval_sub,
          Polynomial.eval_X, Polynomial.eval_one, Complex.exp_mul_I]
        linear_combination (-(Complex.cos q * Complex.sin q)
          - Complex.sin q ^ 2 * Complex.I / 2) * Complex.I_sq - (Complex.I / 2) * hcs
      simp only [Polynomial.eval_add, Polynomial.eval_mul, Polynomial.eval_pow,
        Polynomial.eval_C, hu, hv, quartic]
      push_cast
      ring
  have hp0 : p ≠ 0 := by
    intro h0
    obtain ⟨q, hq⟩ := hne
    have h1 := hp q
    rw [h0, Polynomial.eval_zero] at h1
    rcases mul_eq_zero.mp h1.symm with h2 | h2
    · exact pow_ne_zero 4 (Complex.exp_ne_zero _) h2
    · exact hq (by exact_mod_cast h2)
  have hmaps : ∀ q ∈ {q | q ∈ Set.Ico 0 π ∧ quartic k (cos q) (sin q) = 0},
      Complex.exp (q * Complex.I) ^ 2 ∈ (p.roots.toFinset : Set ℂ) := by
    rintro q ⟨_, hq⟩
    rw [Finset.mem_coe, Multiset.mem_toFinset, Polynomial.mem_roots hp0, Polynomial.IsRoot.def,
      hp q, hq, Complex.ofReal_zero, mul_zero]
  -- distinct angles in `[0, π)` give distinct roots
  have hinj : Set.InjOn (fun q : ℝ => Complex.exp (q * Complex.I) ^ 2)
      {q | q ∈ Set.Ico 0 π ∧ quartic k (cos q) (sin q) = 0} := by
    rintro x ⟨⟨hx0, hx1⟩, _⟩ y ⟨⟨hy0, hy1⟩, _⟩ hxy
    simp only [← Complex.exp_nat_mul] at hxy
    obtain ⟨n, hn⟩ := Complex.exp_eq_exp_iff_exists_int.1 hxy
    push_cast at hn
    have h1 : x - y = n * π := by
      apply Complex.ofReal_injective
      push_cast
      apply mul_right_cancel₀ Complex.I_ne_zero
      linear_combination hn / 2
    have h2 : sin (x - y) = 0 := by rw [h1, sin_int_mul_pi]
    have h3 := (sin_eq_zero_iff_of_lt_of_lt (by linarith) (by linarith)).1 h2
    linarith
  refine ⟨Set.Finite.of_injOn hmaps hinj (Finset.finite_toSet _), ?_⟩
  have h1 := Set.ncard_le_ncard_of_injOn _ hmaps hinj (Finset.finite_toSet _)
  rw [Set.ncard_coe_finset] at h1
  exact h1.trans ((Multiset.toFinset_card_le _).trans ((Polynomial.card_roots' p).trans hd))
```

Put $z=e^{2iq}$. Then $e^{iq}\cos q=(z+1)/2$ and $e^{iq}\sin q=-i(z-1)/2$ (`hu`, `hv`), so $e^{4iq}Q_k=p(z)$ with $\deg p\le4$. As $Q_k$ is not identically zero, $p\ne0$ and has at most four roots. Equal $z$ means angles differing by $n\pi$, hence equal angles in $[0,\pi)$ (`hinj`).

```lean
/-- A continuous function of period `π` attains its minimum in `[0, π)`. -/
theorem exists_min {f : ℝ → ℝ} (hf : Continuous f) (hp : Function.Periodic f π) :
    ∃ m ∈ Set.Ico 0 π, ∀ q, f m ≤ f q := by
  obtain ⟨x, _, hx⟩ := (isCompact_Icc : IsCompact (Set.Icc (0 : ℝ) π)).exists_isMinOn
    (Set.nonempty_Icc.2 pi_pos.le) hf.continuousOn
  obtain ⟨m, hm, hxm⟩ := hp.exists_mem_Ico₀ pi_pos x
  refine ⟨m, hm, fun q => ?_⟩
  obtain ⟨y, hy, hqy⟩ := hp.exists_mem_Ico₀ pi_pos q
  rw [← hxm, hqy]
  exact hx ⟨hy.1, hy.2.le⟩
```

A minimum exists on the compact interval $[0,\pi]$; periodicity moves it into $[0,\pi)$ and makes it global.

```lean
/-- Unless the energy is constant, it has at least two and at most four stationary angles in
`[0, π)`, for arbitrary real `h` and `g`. -/
theorem stationary_count (h : Matrix (Fin 2) (Fin 2) ℝ)
    (g : Fin 2 → Fin 2 → Fin 2 → Fin 2 → ℝ) (hE : ¬ ∃ E₀, ∀ q, energy h g q = E₀) :
    2 ≤ (stationary h g).ncard ∧ (stationary h g).ncard ≤ 4 := by
  have hdiff : Differentiable ℝ (energy h g) :=
    fun x => (hasDerivAt_energy h g x).differentiableAt
  have hne : ∃ q, quartic (dcoeff (coeff h g)) (cos q) (sin q) ≠ 0 := by
    by_contra hc
    push Not at hc
    exact hE ⟨energy h g 0, fun q => is_const_of_deriv_eq_zero hdiff
      (fun x => (hasDerivAt_energy h g x).deriv.trans (hc x)) q 0⟩
  have hset : stationary h g =
      {q | q ∈ Set.Ico 0 π ∧ quartic (dcoeff (coeff h g)) (cos q) (sin q) = 0} := by
    ext q
    simp only [stationary, Set.mem_ofPred_eq, (hasDerivAt_energy h g q).deriv]
  obtain ⟨hfin, hle⟩ := quartic_zeros _ hne
  rw [← hset] at hfin hle
  refine ⟨?_, hle⟩
  have hper : Function.Periodic (energy h g) π := by
    intro q
    simp only [energy_eq, quartic, cos_add_pi, sin_add_pi]
    ring
  -- the minimum and the maximum are two different stationary points
  obtain ⟨m, hm, hmin⟩ := exists_min hdiff.continuous hper
  obtain ⟨M, hM, hmax⟩ := exists_min (f := fun q => -energy h g q) hdiff.continuous.neg
    (fun q => by simp only [hper q])
  have hmax' : ∀ q, energy h g q ≤ energy h g M := fun q => neg_le_neg_iff.1 (hmax q)
  have hmM : m ≠ M := by
    rintro rfl
    exact hE ⟨energy h g m, fun q => le_antisymm (hmax' q) (hmin q)⟩
  have h1 : IsLocalMin (energy h g) m := Filter.Eventually.of_forall hmin
  have h2 : IsLocalMax (energy h g) M := Filter.Eventually.of_forall hmax'
  rw [← Set.ncard_pair hmM]
  refine Set.ncard_le_ncard ?_ hfin
  rintro x (rfl | rfl)
  · exact ⟨hm, h1.deriv_eq_zero⟩
  · exact ⟨hM, h2.deriv_eq_zero⟩
```

If $E$ is not constant, $E'$ is not identically zero, so at most four angles are stationary. $E$ has period $\pi$, since a quartic is unchanged by $c\to-c$. Its minimum and maximum lie at different angles, both with $E'=0$, which gives at least two. No symmetry of $h$ or $g$ is needed.

```lean
/-- For integrals over real basis functions, the energy is stationary exactly when the orbital
is an eigenvector of its own Fock matrix. -/
theorem stationary_iff_fock {h : Matrix (Fin 2) (Fin 2) ℝ}
    {g : Fin 2 → Fin 2 → Fin 2 → Fin 2 → ℝ} (hs : RealIntegrals h g) (q : ℝ) :
    deriv (energy h g) q = 0 ↔ ∃ ε : ℝ, fock h g (orb q) *ᵥ orb q = ε • orb q := by
  obtain ⟨hh, hg, hp⟩ := hs
  have p := sin_sq_add_cos_sq q
  have key : deriv (energy h g) q = 4 * (cos q * (fock h g (orb q) *ᵥ orb q) 1
      - sin q * (fock h g (orb q) *ᵥ orb q) 0) := by
    have e1 := (hg 1 0 0 0).trans (hp 0 1 0 0)
    have e2 := (hp 0 1 1 0).trans (hg 1 0 0 1)
    rw [(hasDerivAt_energy h g q).deriv]
    simp only [quartic, dcoeff, coeff, fock, orb, Matrix.mulVec, dotProduct, Matrix.of_apply,
      Fin.sum_univ_two, Matrix.cons_val]
    rw [hh.apply 0 1, (hp 0 0 1 0).trans e1, e1, hp 0 1 0 0, hp 1 1 0 0,
      (hg 1 0 1 0).trans e2, e2, hg 1 0 0 1, (hp 1 1 1 0).trans (hg 1 0 1 1), hg 1 0 1 1,
      hp 1 1 0 1]
    linear_combination (4 * (h 0 1 * (cos q ^ 2 - sin q ^ 2)
      + (h 1 1 - h 0 0) * cos q * sin q)) * p
  rw [key]
  generalize fock h g (orb q) *ᵥ orb q = v
  constructor
  · intro h0
    refine ⟨cos q * v 0 + sin q * v 1, ?_⟩
    ext i
    fin_cases i
    · change v 0 = (cos q * v 0 + sin q * v 1) * cos q
      linear_combination (-v 0) * p - (sin q / 4) * h0
    · change v 1 = (cos q * v 0 + sin q * v 1) * sin q
      linear_combination (-v 1) * p + (cos q / 4) * h0
  · rintro ⟨ε, rfl⟩
    change 4 * (cos q * (ε * sin q) - sin q * (ε * cos q)) = 0
    ring
```

Let $c'=(-\sin q,\cos q)$. By the symmetries, the two one-electron terms of the product rule agree, as do the four two-electron terms, and $E'=4\,c'\cdot Fc$ (`key`). If this vanishes, $Fc$ is parallel to $c$, so $Fc=\varepsilon c$ with $\varepsilon=c\cdot Fc$. Conversely, $c'\cdot c=0$ gives $E'=0$.

```lean
/-- For integrals over real basis functions and a non-constant energy, the Hartree-Fock equation
has at least two and at most four solutions with angle in `[0, π)`. -/
theorem hartreeFock_count {h : Matrix (Fin 2) (Fin 2) ℝ}
    {g : Fin 2 → Fin 2 → Fin 2 → Fin 2 → ℝ} (hs : RealIntegrals h g)
    (hE : ¬ ∃ E₀, ∀ q, energy h g q = E₀) :
    2 ≤ {q | q ∈ Set.Ico 0 π ∧ ∃ ε : ℝ, fock h g (orb q) *ᵥ orb q = ε • orb q}.ncard ∧
      {q | q ∈ Set.Ico 0 π ∧ ∃ ε : ℝ, fock h g (orb q) *ᵥ orb q = ε • orb q}.ncard ≤ 4 := by
  have hset : {q | q ∈ Set.Ico 0 π ∧ ∃ ε : ℝ, fock h g (orb q) *ᵥ orb q = ε • orb q} =
      stationary h g :=
    Set.ext fun q => and_congr_right fun _ => (stationary_iff_fock hs q).symm
  rw [hset]
  exact stationary_count h g hE
```

The same bounds therefore hold for real normalised solutions of $Fc=\varepsilon c$, counted up to sign. No aufbau condition or SCF convergence is implied.

```lean
/-- One-electron integrals of the Hubbard dimer with hopping `t`. -/
def hop (t : ℝ) : Matrix (Fin 2) (Fin 2) ℝ := !![0, -t; -t, 0]

/-- Two-electron integrals of the Hubbard dimer with on-site repulsion `U`. -/
def onsite (U : ℝ) (i j k l : Fin 2) : ℝ := if i = j ∧ j = k ∧ k = l then U else 0
```

The Hubbard dimer has hopping $t$ between two sites and repulsion $U$ on each.

```lean
/-- The derivative of the Hubbard dimer energy factorises. -/
theorem hubbard_deriv (t U q : ℝ) : deriv (energy (hop t) (onsite U)) q =
    -(cos (2 * q) * (4 * t + 2 * U * sin (2 * q))) := by
  have h1 : quartic (dcoeff (coeff (hop t) (onsite U))) (cos q) (sin q) =
      -4 * t * cos q ^ 4 - 4 * U * cos q ^ 3 * sin q + 4 * U * cos q * sin q ^ 3
        + 4 * t * sin q ^ 4 := by
    have c : coeff (hop t) (onsite U) = ![U, -4 * t, 0, -4 * t, U] := by
      ext i
      fin_cases i <;> simp [coeff, hop, onsite] <;> ring
    rw [c]
    simp only [quartic, dcoeff, Matrix.cons_val]
    ring
  rw [(hasDerivAt_energy _ _ q).deriv, h1, cos_two_mul', sin_two_mul]
  linear_combination (-4 * t * (cos q ^ 2 - sin q ^ 2)) * sin_sq_add_cos_sq q
```

The energy has the quartic coefficients $(U,-4t,0,-4t,U)$, so
$$E'=-4t(x^4-y^4)-4Uxy(x^2-y^2)=-\cos2q\,(4t+2U\sin2q).$$

```lean
/-- The Hubbard dimer with `t > 0` has the symmetries of real integrals and a non-constant
energy. -/
theorem hubbard_witness {t : ℝ} (ht : 0 < t) (U : ℝ) : RealIntegrals (hop t) (onsite U) ∧
    ¬ ∃ E₀, ∀ q, energy (hop t) (onsite U) q = E₀ := by
  refine ⟨⟨?_, ?_, ?_⟩, ?_⟩
  · ext i j
    fin_cases i <;> fin_cases j <;> simp [hop]
  · simp [Fin.forall_fin_two, onsite]
  · simp [Fin.forall_fin_two, onsite]
  · rintro ⟨E₀, hE⟩
    have hd := hubbard_deriv t U 0
    rw [show energy (hop t) (onsite U) = fun _ => E₀ from funext hE, deriv_const, mul_zero,
      cos_zero, sin_zero] at hd
    linarith
```

For $t>0$ the integrals have the required symmetries, and $E'(0)=-4t\ne0$ excludes a constant energy.

```lean
/-- In `[0, π)`, `cos 2q` vanishes exactly at `π/4` and `3π/4`. -/
theorem cos_two_mul_eq_zero {q : ℝ} (hq : q ∈ Set.Ico 0 π) :
    cos (2 * q) = 0 ↔ q = π / 4 ∨ q = 3 * π / 4 := by
  have hpi := pi_pos
  constructor
  · intro h
    obtain ⟨k, hk⟩ := cos_eq_zero_iff.1 h
    have h1 : (-1 : ℝ) < k := by
      by_contra hc
      nlinarith [hq.1, mul_nonneg (sub_nonneg.2 (not_lt.1 hc)) hpi.le]
    have h2 : (k : ℝ) < 2 := by
      by_contra hc
      nlinarith [hq.2, mul_nonneg (sub_nonneg.2 (not_lt.1 hc)) hpi.le]
    have h3 : -1 < k := by exact_mod_cast h1
    have h4 : k < 2 := by exact_mod_cast h2
    obtain rfl | rfl : k = 0 ∨ k = 1 := by omega
    · left
      push_cast at hk
      linarith
    · right
      push_cast at hk
      linarith
  · rintro (rfl | rfl)
    · rw [show 2 * (π / 4) = π / 2 by ring, cos_pi_div_two]
    · rw [show 2 * (3 * π / 4) = π / 2 + π by ring, cos_add_pi, cos_pi_div_two, neg_zero]
```

Zeros of cosine are odd multiples of $\pi/2$; $0\le2q<2\pi$ leaves $q=\pi/4$ and $3\pi/4$, the bonding and antibonding orbitals.

```lean
/-- The Hubbard dimer with `t > 0` and `0 ≤ U ≤ 2t` has exactly two stationary angles. -/
theorem hubbard_two {t U : ℝ} (ht : 0 < t) (hU : 0 ≤ U) (hUt : U ≤ 2 * t) :
    (stationary (hop t) (onsite U)).ncard = 2 := by
  have hpi := pi_pos
  have hset : stationary (hop t) (onsite U) = {π / 4, 3 * π / 4} := by
    ext q
    constructor
    · rintro ⟨hq, hd⟩
      rw [hubbard_deriv, neg_eq_zero] at hd
      apply (cos_two_mul_eq_zero hq).1
      rcases mul_eq_zero.1 hd with h0 | h0
      · exact h0
      · -- the second factor can vanish only where `sin 2q = -1`
        have hs := neg_one_le_sin (2 * q)
        have hU' : 0 < U := by
          rcases hU.eq_or_lt with h1 | h1
          · rw [← h1] at h0
            linarith
          · exact h1
        have h2 : sin (2 * q) = -1 := by
          by_contra hc
          have h3 : 0 < sin (2 * q) + 1 := by
            have := lt_of_le_of_ne hs (Ne.symm hc)
            linarith
          nlinarith [mul_pos hU' h3]
        have h4 := sin_sq_add_cos_sq (2 * q)
        rw [h2] at h4
        exact pow_eq_zero_iff (two_ne_zero) |>.1 (by linarith)
    · intro h
      have hq : q ∈ Set.Ico 0 π := by
        rcases h with rfl | rfl <;> constructor <;> linarith
      refine ⟨hq, ?_⟩
      rw [hubbard_deriv, (cos_two_mul_eq_zero hq).2 h, zero_mul, neg_zero]
  rw [hset, Set.ncard_pair (by intro h; linarith)]
```

For $0\le U\le2t$, the second factor vanishes only if $U=2t$ and $\sin2q=-1$. Then $\cos2q=0$ already, so there are exactly two angles.

```lean
/-- The Hubbard dimer with `t > 0` and `U > 2t` has exactly four stationary angles. -/
theorem hubbard_four {t U : ℝ} (ht : 0 < t) (hUt : 2 * t < U) :
    (stationary (hop t) (onsite U)).ncard = 4 := by
  have hpi := pi_pos
  have hU : 0 < U := by linarith
  have hx0 : 0 < 2 * t / U := by positivity
  have hx1 : 2 * t / U < 1 := (div_lt_one hU).2 hUt
  obtain ⟨a, ha0, ha1, ha⟩ : ∃ a, 0 < a ∧ a < π / 2 ∧ U * sin a = 2 * t := by
    refine ⟨arcsin (2 * t / U), arcsin_pos.2 hx0, arcsin_lt_pi_div_two.2 hx1, ?_⟩
    rw [sin_arcsin (by linarith) hx1.le]
    field_simp
  obtain ⟨hlow, hup⟩ := stationary_count _ _ (hubbard_witness ht U).2
  have hfin : (stationary (hop t) (onsite U)).Finite :=
    Set.finite_of_ncard_pos (by omega)
  have hsub : ({π / 4, (π + a) / 2, 3 * π / 4, π - a / 2} : Set ℝ) ⊆
      stationary (hop t) (onsite U) := by
    rintro x (rfl | rfl | rfl | rfl)
    · have hq : π / 4 ∈ Set.Ico 0 π := ⟨by linarith, by linarith⟩
      exact ⟨hq, by rw [hubbard_deriv, (cos_two_mul_eq_zero hq).2 (Or.inl rfl)]; ring⟩
    · refine ⟨⟨by linarith, by linarith⟩, ?_⟩
      rw [hubbard_deriv, show 2 * ((π + a) / 2) = a + π by ring, sin_add_pi]
      linear_combination (2 * cos (a + π)) * ha
    · have hq : 3 * π / 4 ∈ Set.Ico 0 π := ⟨by linarith, by linarith⟩
      exact ⟨hq, by rw [hubbard_deriv, (cos_two_mul_eq_zero hq).2 (Or.inr rfl)]; ring⟩
    · refine ⟨⟨by linarith, by linarith⟩, ?_⟩
      rw [hubbard_deriv, show 2 * (π - a / 2) = 2 * π - a by ring, sin_two_pi_sub]
      linear_combination (2 * cos (2 * π - a)) * ha
  have n1 : π / 4 ∉ ({(π + a) / 2, 3 * π / 4, π - a / 2} : Set ℝ) := by
    simp only [Set.mem_insert_iff, Set.mem_singleton_iff]
    rintro (h | h | h) <;> linarith
  have n2 : (π + a) / 2 ∉ ({3 * π / 4, π - a / 2} : Set ℝ) := by
    simp only [Set.mem_insert_iff, Set.mem_singleton_iff]
    rintro (h | h) <;> linarith
  have n3 : 3 * π / 4 ≠ π - a / 2 := by
    intro h
    linarith
  have hcard := Set.ncard_le_ncard hsub hfin
  rw [Set.ncard_insert_of_notMem n1, Set.ncard_insert_of_notMem n2, Set.ncard_pair n3] at hcard
  omega

end

end HartreeFockSolutionCount
```

For $U>2t$, let $a=\arcsin(2t/U)\in(0,\pi/2)$. Then $\sin2q=-\sin a$ at $q=(\pi+a)/2$ and $q=\pi-a/2$, which lie on either side of $3\pi/4$. With the previous two angles this makes four, and the general bound allows no more.

```lean
#print axioms HartreeFockSolutionCount.hartreeFock_count
#print axioms HartreeFockSolutionCount.hubbard_two
#print axioms HartreeFockSolutionCount.hubbard_four
```

```
'HartreeFockSolutionCount.hartreeFock_count' depends on axioms: [propext, Classical.choice, Quot.sound]
'HartreeFockSolutionCount.hubbard_two' depends on axioms: [propext, Classical.choice, Quot.sound]
'HartreeFockSolutionCount.hubbard_four' depends on axioms: [propext, Classical.choice, Quot.sound]
```
